# For bent XY₂, the determinant of the symmetric G block does not depend on the bond angle

Let a bent XY₂ molecule have two bonds of length $r>0$ at an angle $0<t<\pi$, and let $a=1/m_Y$ and $b=1/m_X$. In the two stretches and the bend, Wilson's G matrix splits under orthogonal symmetry coordinates. The antisymmetric stretch has the single entry $a+b(1-\cos t)$, and the symmetric stretch and the bend form a $2\times2$ block with

$$\det G_{\rm sym}=\frac{2a(a+2b)}{r^2}.$$

Take two isotopologues, each with equal end atoms, that share one geometry and one harmonic force field. The result then fixes the ratio of their products of the two symmetric frequencies by the masses alone, which gives a check on computed frequencies that does not need the force constants.

## Planar motion and equal end atoms

These two assumptions are built into the definitions. The atoms are numbered 0, 1, 2 in the order Y, X, Y, and each position has two components. The bond vectors are $u=x_0-x_1$ and $v=x_2-x_1$. The internal coordinates are $q_0=|u|$, $q_1=|v|$ and the angle $q_2=\arccos\big(u\cdot v/(|u||v|)\big)$.

```lean
import Mathlib

open Matrix

namespace BentXY2

noncomputable section

/-- Length of a bond vector in the molecular plane. -/
def bondLength (u : Fin 2 → ℝ) : ℝ := √(u 0 ^ 2 + u 1 ^ 2)

/-- Angle between two nonzero bond vectors. -/
def bondAngle (u v : Fin 2 → ℝ) : ℝ :=
  Real.arccos ((u 0 * v 0 + u 1 * v 1) / (bondLength u * bondLength v))

/-- The two bond lengths and the bond angle, for atoms in the order Y, X, Y. -/
def internal (x : Fin 3 → Fin 2 → ℝ) : Fin 3 → ℝ :=
  ![bondLength (x 0 - x 1), bondLength (x 2 - x 1), bondAngle (x 0 - x 1) (x 2 - x 1)]
```

The reference geometry has X at the origin, $u=(r,0)$ and $v=r(\cos t,\sin t)$. The Wilson vector $s_{i\alpha}$ is the gradient of $q_i$ with respect to the position of atom $\alpha$. `wilson` defines it by actual partial derivatives, so its textbook form has to be derived.

```lean
/-- Reference geometry: X at the origin, both bonds of length `r`, at an angle `t`. -/
def equil (r t : ℝ) : Fin 3 → Fin 2 → ℝ :=
  ![![r, 0], ![0, 0], ![r * Real.cos t, r * Real.sin t]]

/-- Wilson vector of internal coordinate `i` on atom `α`: the gradient of the coordinate
with respect to the position of that atom, at the reference geometry. -/
def wilson (r t : ℝ) (i α : Fin 3) (k : Fin 2) : ℝ :=
  deriv (fun s : ℝ => internal
    (equil r t + s • (Pi.single α (Pi.single k 1) : Fin 3 → Fin 2 → ℝ)) i) 0
```

With reciprocal masses $\mu=(a,b,a)$, the G matrix is $G_{ij}=\sum_\alpha\mu_\alpha\,s_{i\alpha}\cdot s_{j\alpha}$. The symmetry coordinates are $S_0=(q_0+q_1)/\sqrt2$, $S_1=q_2$ and $S_2=(q_0-q_1)/\sqrt2$. They are the rows of `symU`, and `symBlock` keeps rows and columns 0 and 1.

```lean
/-- Wilson's G matrix, with reciprocal masses `a` of Y and `b` of X. -/
def gMatrix (a b r t : ℝ) : Matrix (Fin 3) (Fin 3) ℝ :=
  Matrix.of fun i j => ∑ α, ![a, b, a] α * (wilson r t i α ⬝ᵥ wilson r t j α)

/-- Symmetry coordinates: symmetric stretch, bend, antisymmetric stretch. -/
def symU : Matrix (Fin 3) (Fin 3) ℝ :=
  !![√2 / 2, √2 / 2, 0; 0, 0, 1; √2 / 2, -(√2 / 2), 0]

/-- The block of G that belongs to the symmetric stretch and the bend. -/
def symBlock (a b r t : ℝ) : Matrix (Fin 2) (Fin 2) ℝ :=
  (symU * gMatrix a b r t * symUᵀ).submatrix ![0, 1] ![0, 1]
```

Restricting the motion to the plane loses nothing for these coordinates: by reflection symmetry, an out-of-plane displacement of a bent triatomic changes none of them to first order. Equal end masses do matter. With reciprocal masses $a_0\neq a_2$ on the two ends, $S_0$ and $S_2$ would be coupled by $(a_0-a_2)/2$.

## Bonds of nonzero length

The condition $r>0$ says that bonded atoms do not coincide, so each bond has a direction. By hand, it is needed to differentiate the square root. If $u$ moves to $u+sd$, then $|u+sd|^2=|u|^2+2s\,u\cdot d+s^2|d|^2$, and at $s=0$

$$\frac{d}{ds}|u+sd|=\frac{u\cdot d}{|u|}.$$

For $u=0$ the length is $|s||d|$, which has a kink at $s=0$ for every $d\neq0$.

In the general lemma the condition appears as `hu`. It keeps the argument of the square root away from zero, the chain rule supplies a derivative, and `congr_deriv` replaces that by the form above.

```lean
lemma hasDerivAt_line (p q : ℝ) : HasDerivAt (fun s : ℝ => p + s * q) q 0 :=
  (hasDerivAt_mul_const q).const_add p

/-- A bond of nonzero length stretches at the rate of the displacement along the bond. -/
theorem hasDerivAt_bondLength (u d : Fin 2 → ℝ) (hu : 0 < bondLength u) :
    HasDerivAt (fun s : ℝ => bondLength (u + s • d))
      ((u 0 * d 0 + u 1 * d 1) / bondLength u) 0 := by
  have hne : u 0 ^ 2 + u 1 ^ 2 ≠ 0 := by
    intro h
    simp [bondLength, h] at hu
  have h := (((hasDerivAt_line (u 0) (d 0)).fun_pow 2).fun_add
    ((hasDerivAt_line (u 1) (d 1)).fun_pow 2)).sqrt (by simpa using hne)
  have h' : HasDerivAt (fun s : ℝ => bondLength (u + s • d)) _ 0 := h
  refine h'.congr_deriv ?_
  simp only [bondLength, zero_mul, add_zero, Nat.cast_ofNat, Nat.reduceSub, pow_one]
  ring
```

## An angle strictly between 0 and π

The conditions `h0` and `hπ` say that the molecule is bent. They enter through the cross product $K=u_0v_1-u_1v_0$, which equals $r^2\sin t>0$ at the reference geometry. Write $w\times z=w_0z_1-w_1z_0$, and let $u$ and $v$ move along $d$ and $e$. The cosine $c=u\cdot v/(|u||v|)$ changes at the rate

$$c'=\frac{1}{|u||v|}\left[d\cdot v+u\cdot e-(u\cdot v)\left(\frac{u\cdot d}{|u|^2}+\frac{v\cdot e}{|v|^2}\right)\right].$$

Two identities simplify the bracket:

$$(u\cdot v)(u\cdot d)=|u|^2\,d\cdot v-K\,u\times d,\qquad (u\cdot v)(v\cdot e)=|v|^2\,u\cdot e+K\,v\times e.$$

It becomes $K\,(u\times d/|u|^2-v\times e/|v|^2)$. Since $|u|^2|v|^2=(u\cdot v)^2+K^2$ and $K>0$, the sine of the angle is $K/(|u||v|)$. Dividing $-c'$ by it gives

$$q_2'=\frac{v\times e}{|v|^2}-\frac{u\times d}{|u|^2},$$

the difference of the rates at which the two bonds rotate.

In the proof, `hK` is the condition $K>0$. It makes both bonds nonzero and keeps the argument of the arccosine away from $\pm1$. The step `hsq` identifies the sine, `e1` and `e2` are the two identities, and the last `linear_combination` assembles them.

```lean
/-- If `v` lies counterclockwise from `u`, by less than a half turn, the bond angle changes
at the difference of the rates at which the two bonds rotate. -/
theorem hasDerivAt_bondAngle (u d v e : Fin 2 → ℝ) (hK : 0 < u 0 * v 1 - u 1 * v 0) :
    HasDerivAt (fun s : ℝ => bondAngle (u + s • d) (v + s • e))
      ((v 0 * e 1 - v 1 * e 0) / bondLength v ^ 2
        - (u 0 * d 1 - u 1 * d 0) / bondLength u ^ 2) 0 := by
  have hprod : 0 < (u 0 ^ 2 + u 1 ^ 2) * (v 0 ^ 2 + v 1 ^ 2) := by
    nlinarith [sq_nonneg (u 0 * v 0 + u 1 * v 1), pow_pos hK 2]
  have hu : 0 < bondLength u := Real.sqrt_pos.2 (lt_of_le_of_ne (by positivity)
    (fun h => by rw [← h, zero_mul] at hprod; exact lt_irrefl _ hprod))
  have hv : 0 < bondLength v := Real.sqrt_pos.2 (lt_of_le_of_ne (by positivity)
    (fun h => by rw [← h, mul_zero] at hprod; exact lt_irrefl _ hprod))
  have hu2 : bondLength u ^ 2 = u 0 ^ 2 + u 1 ^ 2 := Real.sq_sqrt (by positivity)
  have hv2 : bondLength v ^ 2 = v 0 ^ 2 + v 1 ^ 2 := Real.sq_sqrt (by positivity)
  have hn := ((hasDerivAt_line (u 0) (d 0)).fun_mul (hasDerivAt_line (v 0) (e 0))).fun_add
    ((hasDerivAt_line (u 1) (d 1)).fun_mul (hasDerivAt_line (v 1) (e 1)))
  have hq := hn.fun_div ((hasDerivAt_bondLength u d hu).fun_mul (hasDerivAt_bondLength v e hv))
    (by simpa only [zero_smul, add_zero] using (mul_pos hu hv).ne')
  -- the sine of the angle comes from the cross product `K`
  obtain ⟨K, hKd⟩ : ∃ K, K = u 0 * v 1 - u 1 * v 0 := ⟨_, rfl⟩
  rw [← hKd] at hK
  have hsq : 1 - ((u 0 * v 0 + u 1 * v 1) / (bondLength u * bondLength v)) ^ 2
      = (K / (bondLength u * bondLength v)) ^ 2 := by
    have h : bondLength u ^ 2 * bondLength v ^ 2 = (u 0 * v 0 + u 1 * v 1) ^ 2 + K ^ 2 := by
      rw [hu2, hv2, hKd]; ring
    field_simp
    linear_combination h
  have hpos : 0 < 1 - ((u 0 * v 0 + u 1 * v 1) / (bondLength u * bondLength v)) ^ 2 := by
    rw [hsq]; positivity
  have harc := Real.hasDerivAt_arccos
    (x := (u 0 * v 0 + u 1 * v 1) / (bondLength u * bondLength v))
    (by intro h; rw [h] at hpos; norm_num at hpos)
    (by intro h; rw [h] at hpos; norm_num at hpos)
  rw [hsq, Real.sqrt_sq (by positivity)] at harc
  have h := HasDerivAt.comp_of_eq (0 : ℝ) harc hq (by simp only [zero_smul, zero_mul, add_zero])
  have h' : HasDerivAt (fun s : ℝ => bondAngle (u + s • d) (v + s • e)) _ 0 := h
  refine h'.congr_deriv ?_
  simp only [zero_smul, zero_mul, add_zero]
  have e1 : (u 0 * v 0 + u 1 * v 1) * (u 0 * d 0 + u 1 * d 1)
      = bondLength u ^ 2 * (d 0 * v 0 + d 1 * v 1) - K * (u 0 * d 1 - u 1 * d 0) := by
    rw [hu2, hKd]; ring
  have e2 : (u 0 * v 0 + u 1 * v 1) * (v 0 * e 0 + v 1 * e 1)
      = bondLength v ^ 2 * (u 0 * e 0 + u 1 * e 1) + K * (v 0 * e 1 - v 1 * e 0) := by
    rw [hv2, hKd]; ring
  field_simp
  linear_combination bondLength v ^ 2 * e1 + bondLength u ^ 2 * e2
```

At a straight angle the derivative fails: moving an end atom sideways by $s$ gives the angle $\pi-\arctan(|s|/r)$, again with a kink. The same happens at $t=0$. Lean's `deriv` returns 0 at such a kink, so the bend's Wilson vectors would vanish and the determinant formula would fail for positive masses.

Now let atom $\alpha$ move along $\delta_\alpha$, with components $\delta_{\alpha k}$ (`d α k` in the code). Substituting $d=\delta_0-\delta_1$ and $e=\delta_2-\delta_1$ gives

$$\begin{aligned}
q_0'&=\delta_{00}-\delta_{10},\\
q_1'&=\cos t\,(\delta_{20}-\delta_{10})+\sin t\,(\delta_{21}-\delta_{11}),\\
q_2'&=\tfrac1r\big[\cos t\,(\delta_{21}-\delta_{11})-\sin t\,(\delta_{20}-\delta_{10})-(\delta_{01}-\delta_{11})\big].
\end{aligned}$$

In the next proof, `hr` gives both bonds length $r$ and permits cancelling it, while `h0` and `hπ` give $\sin t>0$.

```lean
/-- First-order change of both bond lengths and of the angle of a bent molecule under
arbitrary in-plane displacements `d` of the atoms. -/
theorem hasDerivAt_internal {r t : ℝ} (hr : 0 < r) (h0 : 0 < t) (hπ : t < Real.pi)
    (d : Fin 3 → Fin 2 → ℝ) :
    HasDerivAt (fun s : ℝ => internal (equil r t + s • d) 0) (d 0 0 - d 1 0) 0 ∧
    HasDerivAt (fun s : ℝ => internal (equil r t + s • d) 1)
      (Real.cos t * (d 2 0 - d 1 0) + Real.sin t * (d 2 1 - d 1 1)) 0 ∧
    HasDerivAt (fun s : ℝ => internal (equil r t + s • d) 2)
      ((Real.cos t * (d 2 1 - d 1 1) - Real.sin t * (d 2 0 - d 1 0)
        - (d 0 1 - d 1 1)) / r) 0 := by
  have hs := Real.sin_pos_of_pos_of_lt_pi h0 hπ
  have b0 (s : ℝ) : (equil r t + s • d) 0 - (equil r t + s • d) 1
      = ![r, 0] + s • (d 0 - d 1) := by
    ext k
    fin_cases k
    · change (r + s * d 0 0) - (0 + s * d 1 0) = r + s * (d 0 0 - d 1 0)
      ring
    · change (0 + s * d 0 1) - (0 + s * d 1 1) = 0 + s * (d 0 1 - d 1 1)
      ring
  have b2 (s : ℝ) : (equil r t + s • d) 2 - (equil r t + s • d) 1
      = ![r * Real.cos t, r * Real.sin t] + s • (d 2 - d 1) := by
    ext k
    fin_cases k
    · change (r * Real.cos t + s * d 2 0) - (0 + s * d 1 0)
        = r * Real.cos t + s * (d 2 0 - d 1 0)
      ring
    · change (r * Real.sin t + s * d 2 1) - (0 + s * d 1 1)
        = r * Real.sin t + s * (d 2 1 - d 1 1)
      ring
  have l0 : bondLength ![r, 0] = r := by simp [bondLength, Real.sqrt_sq hr.le]
  have l2 : bondLength ![r * Real.cos t, r * Real.sin t] = r := by
    have h : (r * Real.cos t) ^ 2 + (r * Real.sin t) ^ 2 = r ^ 2 := by
      linear_combination r ^ 2 * Real.sin_sq_add_cos_sq t
    simp [bondLength, h, Real.sqrt_sq hr.le]
  refine ⟨?_, ?_, ?_⟩
  · rw [show (fun s : ℝ => internal (equil r t + s • d) 0) = _ from
      funext fun s => congrArg bondLength (b0 s)]
    refine (hasDerivAt_bondLength _ _ (by rw [l0]; exact hr)).congr_deriv ?_
    rw [l0, div_eq_iff hr.ne']
    simp [mul_comm]
  · rw [show (fun s : ℝ => internal (equil r t + s • d) 1) = _ from
      funext fun s => congrArg bondLength (b2 s)]
    refine (hasDerivAt_bondLength _ _ (by rw [l2]; exact hr)).congr_deriv ?_
    rw [l2, div_eq_iff hr.ne']
    change r * Real.cos t * (d 2 0 - d 1 0) + r * Real.sin t * (d 2 1 - d 1 1) = _
    ring
  · rw [show (fun s : ℝ => internal (equil r t + s • d) 2) = _ from
      funext fun s => congrArg₂ bondAngle (b0 s) (b2 s)]
    refine (hasDerivAt_bondAngle _ _ _ _ ?_).congr_deriv ?_
    · change 0 < r * (r * Real.sin t) - 0 * (r * Real.cos t)
      rw [zero_mul, sub_zero]; positivity
    · rw [l0, l2, ← sub_div, div_eq_div_iff (pow_ne_zero 2 hr.ne') hr.ne']
      change (r * Real.cos t * (d 2 1 - d 1 1) - r * Real.sin t * (d 2 0 - d 1 0)
        - (r * (d 0 1 - d 1 1) - 0 * (d 0 0 - d 1 0))) * r = _
      ring
```

The coefficients are the Wilson vectors:

| | atom 0 (Y) | atom 1 (X) | atom 2 (Y) |
|---|---|---|---|
| $q_0$ | $(1,0)$ | $(-1,0)$ | $(0,0)$ |
| $q_1$ | $(0,0)$ | $(-\cos t,-\sin t)$ | $(\cos t,\sin t)$ |
| $q_2$ | $(0,-1)/r$ | $(\sin t,\,1-\cos t)/r$ | $(-\sin t,\cos t)/r$ |

`wilson_eq` reads them off by inserting unit displacements, one atom and one direction at a time.

```lean
/-- The Wilson vectors of the two stretches and the bend of a bent molecule. -/
theorem wilson_eq {r t : ℝ} (hr : 0 < r) (h0 : 0 < t) (hπ : t < Real.pi) :
    wilson r t = ![![![1, 0], ![-1, 0], ![0, 0]],
      ![![0, 0], ![-Real.cos t, -Real.sin t], ![Real.cos t, Real.sin t]],
      ![![0, -1 / r], ![Real.sin t / r, (1 - Real.cos t) / r],
        ![-Real.sin t / r, Real.cos t / r]]] := by
  ext i α k
  have h := hasDerivAt_internal hr h0 hπ (Pi.single α (Pi.single k 1))
  fin_cases i
  · refine Eq.trans h.1.deriv ?_
    fin_cases α <;> fin_cases k <;> simp
  · refine Eq.trans h.2.1.deriv ?_
    fin_cases α <;> fin_cases k <;> simp
  · refine Eq.trans h.2.2.deriv ?_
    fin_cases α <;> fin_cases k <;> simp
    ring
```

## Reciprocal masses without a sign condition

Physically $a$ and $b$ are positive, but the theorems accept any real values, because everything from here on is algebra in $a$ and $b$. Taking dot products of the rows of the table, weighted by $\mu$, gives

$$\begin{aligned}
G_{00}&=G_{11}=a+b,\qquad G_{01}=b\cos t,\qquad G_{02}=G_{12}=-\frac{b\sin t}{r},\\
G_{22}&=\frac{2a+b[\sin^2t+(1-\cos t)^2]}{r^2}=\frac{2[a+b(1-\cos t)]}{r^2}.
\end{aligned}$$

`gMatrix_eq` checks these entries one by one, using $\sin^2t=1-\cos^2t$. The geometric hypotheses are used only to call `wilson_eq`.

```lean
/-- The G matrix of a bent XY2 molecule in the two stretches and the bend. -/
theorem gMatrix_eq (a b : ℝ) {r t : ℝ} (hr : 0 < r) (h0 : 0 < t) (hπ : t < Real.pi) :
    gMatrix a b r t = !![a + b, b * Real.cos t, -(b * Real.sin t / r);
      b * Real.cos t, a + b, -(b * Real.sin t / r);
      -(b * Real.sin t / r), -(b * Real.sin t / r),
        2 * (a + b * (1 - Real.cos t)) / r ^ 2] := by
  have hs : Real.sin t ^ 2 = 1 - Real.cos t ^ 2 := Real.sin_sq t
  ext i j
  fin_cases i <;> fin_cases j <;>
    simp [gMatrix, wilson_eq hr h0 hπ, dotProduct, Fin.sum_univ_succ] <;>
    ring_nf <;> simp only [hs] <;> ring
```

In the symmetry coordinates, the $S_0$ entry is $(G_{00}+2G_{01}+G_{11})/2=a+b(1+\cos t)$ and the $S_2$ entry is $(G_{00}-2G_{01}+G_{11})/2=a+b(1-\cos t)$. The $S_0$–$S_1$ entry is $(G_{02}+G_{12})/\sqrt2=-\sqrt2\,b\sin t/r$, and $G_{22}$ is unchanged as the $S_1$ entry. The couplings to $S_2$ are $(G_{00}-G_{11})/2$ and $(G_{02}-G_{12})/\sqrt2$, both zero. The theorem states this block form together with the orthogonality of `symU`.

```lean
/-- The symmetry coordinates are orthonormal, and in them the G matrix of a bent molecule
splits into a symmetric 2x2 block and the antisymmetric entry `a + b (1 - cos t)`. -/
theorem gMatrix_splits (a b : ℝ) {r t : ℝ} (hr : 0 < r) (h0 : 0 < t) (hπ : t < Real.pi) :
    symU * symUᵀ = 1 ∧ symU * gMatrix a b r t * symUᵀ =
      !![a + b * (1 + Real.cos t), -(√2 * b * Real.sin t / r), 0;
        -(√2 * b * Real.sin t / r), 2 * (a + b * (1 - Real.cos t)) / r ^ 2, 0;
        0, 0, a + b * (1 - Real.cos t)] := by
  have h2 : √(2 : ℝ) ^ 2 = 2 := Real.sq_sqrt (by norm_num)
  rw [gMatrix_eq a b hr h0 hπ]
  constructor
  · ext i j
    fin_cases i <;> fin_cases j <;>
      simp [symU, Matrix.mul_apply, Fin.sum_univ_succ] <;>
      ring_nf <;> simp only [h2] <;> norm_num
  · ext i j
    fin_cases i <;> fin_cases j <;>
      simp [symU, Matrix.mul_apply, Fin.sum_univ_succ] <;>
      ring_nf <;> simp only [h2] <;> ring
```

The determinant of the symmetric block is

$$\frac{2}{r^2}\Big[(a+b)^2-b^2\cos^2t-b^2\sin^2t\Big]=\frac{2a(a+2b)}{r^2}.$$

The `linear_combination` in the proof uses the same two facts, $(\sqrt2)^2=2$ and $\sin^2t+\cos^2t=1$.

```lean
/-- The symmetric block of a bent molecule has determinant `2 a (a + 2 b) / r ^ 2`. -/
theorem det_symBlock (a b : ℝ) {r t : ℝ} (hr : 0 < r) (h0 : 0 < t) (hπ : t < Real.pi) :
    (symBlock a b r t).det = 2 * a * (a + 2 * b) / r ^ 2 := by
  have h2 : √(2 : ℝ) ^ 2 = 2 := Real.sq_sqrt (by norm_num)
  rw [symBlock, (gMatrix_splits a b hr h0 hπ).2, Matrix.det_fin_two]
  change (a + b * (1 + Real.cos t)) * (2 * (a + b * (1 - Real.cos t)) / r ^ 2)
    - -(√2 * b * Real.sin t / r) * -(√2 * b * Real.sin t / r) = _
  linear_combination (-(b ^ 2 * Real.sin t ^ 2 / r ^ 2)) * h2
    - 2 * b ^ 2 / r ^ 2 * Real.sin_sq_add_cos_sq t
```

## One geometry and one force field for both isotopologues

Let a second isotopologue, again with equal end atoms, have reciprocal masses $a'$ and $b'$. The last theorem gives both species the same $r$, $t$ and $2\times2$ matrix $F$, the force-constant block in $S_0$ and $S_1$. This stands for the Born–Oppenheimer picture, in which the potential surface and its minimum do not depend on the nuclear masses.

In this section $G$ and $G'$ denote the $2\times2$ symmetric blocks of the two species. By hand, $\det(GF)=\det G\,\det F$, so the common factors $\det F$ and $2/r^2$ appear on both sides of

$$\det(G'F)\;a(a+2b)=\det(GF)\;a'(a'+2b').$$

The proof does the same with `Matrix.det_mul` and `det_symBlock`. Since nothing is divided, $F$ may be any real matrix, including a singular one. If the second species had its own bond length $r'$ and force-constant block $F'$, the ratio $\det(G'F')/\det(GF)$ would acquire the factors $r^2/r'^2$ and $\det F'/\det F$.

`isotope_product_rule` is an identity between determinants for this one block. To read it as a rule for frequencies, one adds the harmonic statement that the eigenvalues of $GF$ are the squared angular frequencies of the two symmetric modes.

```lean
/-- For two isotopologues with the same bent geometry and the same symmetric force-constant block
`F`, take the determinant of the symmetric G block times `F` for each species. Multiplied by the
other species' value of `a (a + 2 b)`, it is the same for both. -/
theorem isotope_product_rule (a b a' b' : ℝ) {r t : ℝ} (hr : 0 < r) (h0 : 0 < t)
    (hπ : t < Real.pi) (F : Matrix (Fin 2) (Fin 2) ℝ) :
    (symBlock a' b' r t * F).det * (a * (a + 2 * b))
      = (symBlock a b r t * F).det * (a' * (a' + 2 * b')) := by
  rw [Matrix.det_mul, Matrix.det_mul, det_symBlock a b hr h0 hπ, det_symBlock a' b' hr h0 hπ]
  ring

end

end BentXY2
```

```lean
#print axioms BentXY2.det_symBlock
#print axioms BentXY2.isotope_product_rule
```

```
'BentXY2.det_symBlock' depends on axioms: [propext, Classical.choice, Quot.sound]
'BentXY2.isotope_product_rule' depends on axioms: [propext, Classical.choice, Quot.sound]
```
